# Isotropic stress marks the lowest-energy shape of a rectangular hard-wall box at fixed volume and positive quantum numbers

In a fixed-volume relaxation of a cell's shape, equal principal stresses show in general only that the energy is stationary under small strains that keep the volume. For one particle in a rectangular hard-wall box, with its positive quantum numbers held fixed, they identify the unique rectangular shape of lowest energy at that volume. The problems below derive this, and with it the preference of a state with unequal quantum numbers for a box elongated along the axes where they are larger.

## The box, its level and its stress

The box has d axes, labelled by the finite type `ι`. Side i has length a_i and quantum number n_i, a natural number; V = ∏ a_j is the volume. In Lean, `a` and `n` are functions on `ι`.

```lean
import Mathlib

open Finset Real

namespace QuantumBoxShape

noncomputable section

variable {ι : Type*} [Fintype ι] [DecidableEq ι]
```

For a particle of mass m, write K for the prefactor ħ²π²/(2m), an energy times a squared length. Lean calls it `energyScale`.

```lean
/-- The prefactor `ħ²π²/(2m)` in the box energy of a particle of mass `m ≠ 0`. -/
def energyScale (ħ m : ℝ) : ℝ := ħ ^ 2 * π ^ 2 / (2 * m)
```

The level is defined by the formula

E(a) = K ∑ n_i²/a_i²

and parts (b) and (c) connect it to quantum mechanics.

```lean
/-- The energy of the level with positive quantum numbers `n` in a hard-wall box with nonzero sides
`a`, for a particle of mass `m ≠ 0`. -/
def boxEnergy (ħ m : ℝ) (n : ι → ℕ) (a : ι → ℝ) : ℝ :=
  energyScale ħ m * ∑ i, (n i : ℝ) ^ 2 / a i ^ 2
```

The standing wave is ψ(x) = ∏ sin(n_i π x_i/a_i), with one corner of the box at the origin. It is unnormalised; for positive quantum numbers the normalised state is √(2^d/V) ψ. If some n_i = 0, ψ is zero everywhere and describes no state.

```lean
/-- The unnormalised standing wave with positive quantum numbers `n` in a box with nonzero sides
`a`. -/
def boxState (n : ι → ℕ) (a x : ι → ℝ) : ℝ := ∏ i, sin (n i * π / a i * x i)
```

The principal stress is σ_i = (a_i/V) ∂E/∂a_i, the energy change per unit volume and unit strain along axis i. A negative value is compressive: the particle pushes outwards. `Function.update a i t` replaces side i by t and keeps the others, so `deriv` gives the partial derivative. The quantum numbers stay fixed, as in a slow deformation that follows one level.

```lean
/-- The principal stress `(a i / V) ∂E/∂a i` along axis `i`, at fixed positive quantum numbers, for
a box with positive sides and volume `V = ∏ a j` and a particle of mass `m ≠ 0`. -/
def stress (ħ m : ℝ) (n : ι → ℕ) (a : ι → ℝ) (i : ι) : ℝ :=
  a i / (∏ j, a j) * deriv (fun t => boxEnergy ħ m n (Function.update a i t)) (a i)
```

The last definition is a candidate shape of volume V, with sides s_i = n_i (V/∏ n_j)^(1/d).

```lean
/-- The box of volume `V > 0` whose sides are proportional to the quantum numbers, for positive
quantum numbers and at least one dimension. -/
def optimalShape (n : ι → ℕ) (V : ℝ) (i : ι) : ℝ :=
  n i * (V / ∏ j, (n j : ℝ)) ^ ((Fintype.card ι : ℝ)⁻¹)
```

## (a) Differentiating a sine wave twice

Show that, for constants k and C,

d²/dt² [C sin(kt)] = −k² C sin(kt).

The first derivative is C k cos(kt). Differentiating again turns the cosine into −k sin(kt), which gives the result. The proof does the same: `h1` finds the first derivative as a function, and the rewrite after it differentiates that function.

```lean
/-- A sine wave of wave number `k` is multiplied by `-k²` when differentiated twice. -/
theorem deriv_deriv_sine (k C t : ℝ) :
    deriv (deriv (fun s => sin (k * s) * C)) t = -k ^ 2 * (sin (k * t) * C) := by
  have h1 : deriv (fun s => sin (k * s) * C) = fun s => cos (k * s) * (k * 1) * C := by
    funext s
    exact ((((hasDerivAt_id' s).const_mul k).sin).mul_const C).deriv
  rw [h1, (((((hasDerivAt_id' t).const_mul k).cos).mul_const (k * 1)).mul_const C).deriv]
  ring
```

## (b) The standing wave solves the Schrödinger equation

Show that

−(ħ²/2m) ∑ ∂²ψ/∂x_i² = E(a) ψ.

Only the i-th factor of ψ depends on x_i. By (a) with k = n_i π/a_i,

∂²ψ/∂x_i² = −(n_i π/a_i)² ψ.

Summing over the axes and multiplying by −ħ²/(2m) gives (ħ²π²/2m) ∑ (n_i²/a_i²) ψ, which is E(a) ψ.

In the code, `h` splits off the one factor that varies, `key` is the second derivative along one axis, and the remaining lines sum. The physical reading takes m and all sides to be nonzero and the quantum numbers to be positive.

```lean
/-- The standing wave solves the stationary Schrödinger equation of a free particle with eigenvalue
`boxEnergy`, for nonzero mass and sides and positive quantum numbers. -/
theorem boxState_schrodinger (ħ m : ℝ) (n : ι → ℕ) (a x : ι → ℝ) :
    -(ħ ^ 2 / (2 * m)) *
        ∑ i, deriv (deriv (fun t => boxState n a (Function.update x i t))) (x i)
      = boxEnergy ħ m n a * boxState n a x := by
  have key : ∀ i, deriv (deriv (fun t => boxState n a (Function.update x i t))) (x i)
      = -(n i * π / a i) ^ 2 * boxState n a x := by
    intro i
    -- only one factor of the product depends on the coordinate `x i`
    have h : ∀ t, boxState n a (Function.update x i t) = sin (n i * π / a i * t) *
        ∏ j ∈ univ.erase i, sin (n j * π / a j * x j) := by
      intro t
      unfold boxState
      rw [← Finset.mul_prod_erase univ _ (mem_univ i)]
      simp only [Function.update_self]
      congr 1
      apply Finset.prod_congr rfl
      intro j hj
      rw [Function.update_of_ne (Finset.ne_of_mem_erase hj)]
    have hx := h (x i)
    rw [Function.update_eq_self] at hx
    rw [funext h, deriv_deriv_sine, hx]
  rw [Finset.sum_congr rfl (fun i _ => key i), ← Finset.sum_mul]
  unfold boxEnergy energyScale
  rw [← mul_assoc, Finset.mul_sum, Finset.mul_sum]
  congr 1
  apply Finset.sum_congr rfl
  intro i _
  ring
```

## (c) The wave vanishes on the walls

Show that

ψ(x) = 0 whenever x_i = 0 or x_i = a_i for some i.

At x_i = 0 the i-th factor is sin 0 = 0. At x_i = a_i ≠ 0 it is sin(n_i π) = 0. One zero factor makes the product zero, which is the step `Finset.prod_eq_zero`; `rcases` separates the two walls.

```lean
omit [DecidableEq ι] in
/-- The standing wave vanishes on every wall of a box with nonzero sides. -/
theorem boxState_wall (n : ι → ℕ) (a x : ι → ℝ) (i : ι) (ha : a i ≠ 0)
    (hx : x i = 0 ∨ x i = a i) : boxState n a x = 0 := by
  apply Finset.prod_eq_zero (mem_univ i)
  rcases hx with h | h
  · rw [h, mul_zero, sin_zero]
  · rw [h, div_mul_cancel₀ _ ha, sin_nat_mul_pi]
```

## (d) The stress along one axis

For positive sides, show that

σ_i = −(2K/V) (n_i/a_i)².

Only one term of E contains a_i, so

∂E/∂a_i = −2K n_i²/a_i³.

Multiplying by a_i/V gives the claim. Here `h` isolates that term, `hd` computes the derivative, and `field_simp` with `ring` does the algebra.

```lean
/-- In a box with positive sides and volume `V` the stress along axis `i` is
`-(ħ²π²/(mV)) (n i / a i)²`, written with `energyScale`. -/
theorem stress_eq (ħ m : ℝ) (n : ι → ℕ) (a : ι → ℝ) (ha : ∀ i, 0 < a i) (i : ι) :
    stress ħ m n a i = -(2 * energyScale ħ m / ∏ j, a j) * ((n i : ℝ) / a i) ^ 2 := by
  have h : ∀ t, boxEnergy ħ m n (Function.update a i t) = energyScale ħ m *
      ((n i : ℝ) ^ 2 / t ^ 2 + ∑ j ∈ univ.erase i, (n j : ℝ) ^ 2 / a j ^ 2) := by
    intro t
    unfold boxEnergy
    rw [← Finset.add_sum_erase univ _ (mem_univ i)]
    simp only [Function.update_self]
    congr 2
    apply Finset.sum_congr rfl
    intro j hj
    rw [Function.update_of_ne (Finset.ne_of_mem_erase hj)]
  have hi : a i ≠ 0 := (ha i).ne'
  have hV : (∏ j, a j) ≠ 0 := (Finset.prod_pos fun j _ => ha j).ne'
  have hp : HasDerivAt (fun t : ℝ => t ^ 2) (2 * a i) (a i) := by
    simpa using hasDerivAt_pow 2 (a i)
  have hd := ((((hasDerivAt_const (a i) ((n i : ℝ) ^ 2)).fun_div hp
    (pow_ne_zero 2 hi)).add_const
      (∑ j ∈ univ.erase i, (n j : ℝ) ^ 2 / a j ^ 2)).const_mul (energyScale ħ m)).deriv
  unfold stress
  rw [funext h, hd]
  field_simp
  ring
```

## (e) Equal sides, unequal quantum numbers

Let ħ, m and all sides be positive. Show that

a_i = a_j and n_j < n_i imply σ_i < σ_j.

Since the sides are equal, 0 ≤ n_j/a_j < n_i/a_i. Squaring keeps the order (`h2`), and the negative prefactor −2K/V in (d) reverses it.

This is the drive to elongate. Stretch side i by a small strain δ > 0 and shrink side j by the same strain: to first order the volume is unchanged and the energy changes by V(σ_i − σ_j)δ < 0.

```lean
/-- For positive `ħ`, mass and sides: if two sides of a box are equal, the stress is more
compressive along the one with the larger quantum number. -/
theorem stress_lt_of_equal_sides {ħ m : ℝ} (hħ : 0 < ħ) (hm : 0 < m) (n : ι → ℕ)
    (a : ι → ℝ) (ha : ∀ i, 0 < a i) {i j : ι} (hij : a i = a j) (hn : n j < n i) :
    stress ħ m n a i < stress ħ m n a j := by
  have hc : 0 < energyScale ħ m := by unfold energyScale; positivity
  have hV : 0 < ∏ j, a j := Finset.prod_pos fun j _ => ha j
  have hk : 0 < 2 * energyScale ħ m / ∏ j, a j := by positivity
  have h1 : (n j : ℝ) < n i := by exact_mod_cast hn
  have h2 := pow_lt_pow_left₀ (div_lt_div_of_pos_right h1 (ha j))
    (div_nonneg (Nat.cast_nonneg _) (ha j).le) two_ne_zero
  rw [stress_eq ħ m n a ha i, stress_eq ħ m n a ha j, hij]
  simp only [neg_mul]
  exact neg_lt_neg (mul_lt_mul_of_pos_left h2 hk)
```

## (f) Proportional sides give the strict minimum

Let ħ, m, the quantum numbers and the sides of two boxes a and b be positive. Suppose that all ratios a_i/n_i agree, that the volumes are equal and that b ≠ a. Show that

E(a) < E(b).

Equal ratios mean n_i = q a_i with one constant q > 0. With u_i = (a_i/b_i)²,

E(b) − E(a) = K q² ∑ (u_i − 1).

For u > 0, log u ≤ u − 1, with equality only at u = 1. Equal volumes give

∑ log u_i = 2 log(∏ a_i/∏ b_i) = 0.

Some side k has b_k ≠ a_k, hence u_k ≠ 1, and its inequality is strict. So ∑ (u_i − 1) > 0.

These steps are `hqa` (the constant q), `hzero` (the logarithms cancel), `hpos` (the strict sum) and `hdiff` (the energy difference without K).

```lean
omit [DecidableEq ι] in
/-- For positive `ħ`, mass and sides, a box whose sides are proportional to the positive quantum
numbers has strictly lower energy than any other box of the same volume at the same quantum numbers.
-/
theorem energy_lt {ħ m : ℝ} (hħ : 0 < ħ) (hm : 0 < m) (n : ι → ℕ) (hn : ∀ i, 0 < n i)
    (a b : ι → ℝ) (ha : ∀ i, 0 < a i) (hb : ∀ i, 0 < b i)
    (hr : ∀ i j, a i / n i = a j / n j) (hV : ∏ i, b i = ∏ i, a i) (hne : b ≠ a) :
    boxEnergy ħ m n a < boxEnergy ħ m n b := by
  have hc : 0 < energyScale ħ m := by unfold energyScale; positivity
  have hn' : ∀ i, (0 : ℝ) < n i := fun i => Nat.cast_pos.2 (hn i)
  obtain ⟨k, hk⟩ := Function.ne_iff.1 hne
  obtain ⟨q, hq, hqa⟩ : ∃ q : ℝ, 0 < q ∧ ∀ i, (n i : ℝ) = q * a i := by
    refine ⟨n k / a k, div_pos (hn' k) (ha k), fun i => ?_⟩
    have h := (div_eq_div_iff (hn' i).ne' (hn' k).ne').1 (hr i k)
    rw [div_mul_eq_mul_div, eq_div_iff (ha k).ne']
    linarith
  have hlog : ∀ u : ι → ℝ, (∀ i, 0 < u i) → ∑ i, log (u i) = log (∏ i, u i) := by
    intro u hu
    rw [Real.log_prod]
    exact fun i _ => (hu i).ne'
  have hx : ∀ i, 0 < (a i / b i) ^ 2 := fun i => pow_pos (div_pos (ha i) (hb i)) 2
  have hl : ∀ i, log ((a i / b i) ^ 2) = 2 * (log (a i) - log (b i)) := by
    intro i
    rw [Real.log_pow, Real.log_div (ha i).ne' (hb i).ne']
    norm_num
  -- equal volumes make the logarithms cancel
  have hzero : ∑ i, log ((a i / b i) ^ 2) = 0 := by
    rw [Finset.sum_congr rfl (fun i _ => hl i), ← Finset.mul_sum, Finset.sum_sub_distrib,
      hlog a ha, hlog b hb, hV, sub_self, mul_zero]
  have hpos : 0 < ∑ i, ((a i / b i) ^ 2 - 1) := by
    rw [← hzero]
    refine Finset.sum_lt_sum (fun i _ => Real.log_le_sub_one_of_pos (hx i))
      ⟨k, mem_univ k, Real.log_lt_sub_one_of_pos (hx k) fun h => hk ?_⟩
    have h1 := (pow_eq_one_iff_of_nonneg (div_pos (ha k) (hb k)).le two_ne_zero).1 h
    exact ((div_eq_one_iff_eq (hb k).ne').1 h1).symm
  have hdiff : ∑ i, (n i : ℝ) ^ 2 / b i ^ 2 - ∑ i, (n i : ℝ) ^ 2 / a i ^ 2
      = q ^ 2 * ∑ i, ((a i / b i) ^ 2 - 1) := by
    rw [← Finset.sum_sub_distrib, Finset.mul_sum]
    apply Finset.sum_congr rfl
    intro i _
    have h1 := (ha i).ne'
    have h2 := (hb i).ne'
    rw [hqa i]
    field_simp
  have hgap := mul_pos (pow_pos hq 2) hpos
  unfold boxEnergy
  exact mul_lt_mul_of_pos_left (by linarith) hc
```

## (g) The candidate shape has the right volume

For d ≥ 1, V > 0 and positive quantum numbers, show that

s_i > 0, ∏ s_i = V, and s_i/n_i = s_j/n_j.

Each s_i is a product of positive numbers. The common factor (V/∏ n_j)^(1/d) occurs d times in the product, so

∏ s_i = (∏ n_i)(V/∏ n_j) = V.

Dividing s_i by n_i leaves the common factor, whatever i is. The condition d ≥ 1 is `[Nonempty ι]`; with no axes the product would be 1 for every V.

```lean
omit [DecidableEq ι] in
/-- For positive quantum numbers and volume, the optimal shape has positive sides, the
prescribed volume, and equal ratios of side to quantum number. -/
theorem optimalShape_spec [Nonempty ι] (n : ι → ℕ) (hn : ∀ i, 0 < n i) {V : ℝ} (hV : 0 < V) :
    (∀ i, 0 < optimalShape n V i) ∧ ∏ i, optimalShape n V i = V ∧
      ∀ i j, optimalShape n V i / n i = optimalShape n V j / n j := by
  have hn' : ∀ i, (0 : ℝ) < n i := fun i => Nat.cast_pos.2 (hn i)
  have hP : 0 < ∏ j, (n j : ℝ) := Finset.prod_pos fun j _ => hn' j
  refine ⟨fun i => mul_pos (hn' i) (Real.rpow_pos_of_pos (div_pos hV hP) _), ?_, ?_⟩
  · unfold optimalShape
    rw [Finset.prod_mul_distrib, Finset.prod_const, Finset.card_univ,
      Real.rpow_inv_natCast_pow (div_pos hV hP).le Fintype.card_ne_zero]
    field_simp
  · intro i j
    unfold optimalShape
    rw [mul_div_cancel_left₀ _ (hn' i).ne', mul_div_cancel_left₀ _ (hn' j).ne']
```

## (h) Three descriptions of one shape

Let d ≥ 1, with ħ, m, the quantum numbers and the sides positive. Show that these are equivalent:

1. a_i/n_i = a_j/n_j for all i, j.
2. σ_i = σ_j for all i, j.
3. E(a) < E(b) for every box b ≠ a with positive sides and the same volume.

1 ⇔ 2: by (d), equal stresses mean equal squares (n_i/a_i)². The quantities squared are positive, so they agree, and so do their reciprocals. This is `hs`.

1 ⇒ 3 is part (f).

3 ⇒ 1: let s be the shape of (g) with the volume of a. If s ≠ a, then statement 3 gives E(a) < E(s), while (f) applied to s gives E(s) < E(a), a contradiction. So a = s, and its ratios agree.

`TFAE` says that all statements in the list are equivalent. For d = 1 all three hold trivially: there is only one axis to compare, and the volume fixes its side. The competing boxes in statement 3 are rectangular and carry the same quantum numbers; shear, interactions and changes of level do not enter.

```lean
/-- For positive `ħ`, mass, quantum numbers and sides, these are equivalent: the sides are
proportional to the quantum numbers; the stress is isotropic; every other box of the same volume has
strictly higher energy at the same quantum numbers. -/
theorem isotropic_stress_tfae [Nonempty ι] {ħ m : ℝ} (hħ : 0 < ħ) (hm : 0 < m)
    (n : ι → ℕ) (hn : ∀ i, 0 < n i) (a : ι → ℝ) (ha : ∀ i, 0 < a i) :
    [∀ i j, a i / n i = a j / n j,
     ∀ i j, stress ħ m n a i = stress ħ m n a j,
     ∀ b : ι → ℝ, (∀ i, 0 < b i) → ∏ i, b i = ∏ i, a i → b ≠ a →
       boxEnergy ħ m n a < boxEnergy ħ m n b].TFAE := by
  have hn' : ∀ i, (0 : ℝ) < n i := fun i => Nat.cast_pos.2 (hn i)
  have hc : 0 < energyScale ħ m := by unfold energyScale; positivity
  have hV : 0 < ∏ j, a j := Finset.prod_pos fun j _ => ha j
  have hk : -(2 * energyScale ħ m / ∏ j, a j) ≠ 0 := neg_ne_zero.2 (by positivity)
  have hs : ∀ i j, a i / n i = a j / n j ↔ stress ħ m n a i = stress ħ m n a j := by
    intro i j
    rw [stress_eq ħ m n a ha i, stress_eq ħ m n a ha j, mul_right_inj' hk,
      sq_eq_sq₀ (div_pos (hn' i) (ha i)).le (div_pos (hn' j) (ha j)).le,
      div_eq_div_iff (hn' i).ne' (hn' j).ne', div_eq_div_iff (ha i).ne' (ha j).ne']
    constructor <;> intro h <;> linarith
  tfae_have 1 ↔ 2 := forall_congr' fun i => forall_congr' fun j => hs i j
  tfae_have 1 → 3 := fun hr b hb hv hne => energy_lt hħ hm n hn a b ha hb hr hv hne
  tfae_have 3 → 1 := by
    intro hmin
    obtain ⟨hp, hv, hr⟩ := optimalShape_spec n hn hV
    -- two different strict minimizers would each lie below the other
    have e : optimalShape n (∏ j, a j) = a := by
      by_contra hne
      exact lt_asymm (hmin _ hp hv hne)
        (energy_lt hħ hm n hn _ a hp ha hr hv.symm (Ne.symm hne))
    rw [e] at hr
    exact hr
  tfae_finish

end

end QuantumBoxShape
```

```lean
#print axioms QuantumBoxShape.boxState_schrodinger
-- 'QuantumBoxShape.boxState_schrodinger' depends on axioms: [propext, Classical.choice, Quot.sound]
#print axioms QuantumBoxShape.boxState_wall
-- 'QuantumBoxShape.boxState_wall' depends on axioms: [propext, Classical.choice, Quot.sound]
#print axioms QuantumBoxShape.stress_lt_of_equal_sides
-- 'QuantumBoxShape.stress_lt_of_equal_sides' depends on axioms: [propext, Classical.choice, Quot.sound]
#print axioms QuantumBoxShape.isotropic_stress_tfae
-- 'QuantumBoxShape.isotropic_stress_tfae' depends on axioms: [propext, Classical.choice, Quot.sound]
```
